# A smooth pair state on a line has an integrable bare Coulomb energy density near contact exactly when it vanishes there

For two electrons on a line at separation x, repelling as 1/|x|, the constant state ψ(x) = 1 has the energy density 1/|x|, whose integral from ε to 1 is log(1/ε) and diverges as ε → 0, whereas the state ψ(x) = x has the density |x|, whose integral over [-1, 1] is 1. The Lean file below proves that the value at contact decides the matter in the same way for every complex ψ that is continuous on an interval [-L, L], with L > 0, and differentiable at x = 0.

```lean
import Mathlib

open MeasureTheory Set Filter Topology

namespace OneDimensionalCoulomb

noncomputable section

/-- The bare Coulomb energy density `|ψ(x)|² / |x|` of two electrons on a line at
separation `x ≠ 0`, in atomic units. -/
def coulombDensity (ψ : ℝ → ℂ) (x : ℝ) : ℝ := ‖ψ x‖ ^ 2 / |x|

/-- The Coulomb energy density of `ψ` is integrable over separations in `[-L, L]`. -/
def FiniteCoulombEnergy (ψ : ℝ → ℂ) (L : ℝ) : Prop :=
  IntegrableOn (coulombDensity ψ) (Icc (-L) L)

/-- If `ψ` is continuous and at least `m ≥ 0` in modulus for separations in `[ε, d]`, with
`0 < ε ≤ d`, the Coulomb energy from that range is at least `m² log (d / ε)`. -/
theorem cutoff_energy_lower_bound {ψ : ℝ → ℂ} {ε d m : ℝ} (hε : 0 < ε) (hd : ε ≤ d)
    (hm : 0 ≤ m) (hc : ContinuousOn ψ (Icc ε d)) (hψ : ∀ x ∈ Icc ε d, m ≤ ‖ψ x‖) :
    m ^ 2 * Real.log (d / ε) ≤ ∫ x in ε..d, coulombDensity ψ x := by
  have hpos : ∀ x ∈ Icc ε d, 0 < x := fun x hx => hε.trans_le hx.1
  -- the logarithm is the integral of 1/x, so the integrands can be compared
  rw [← integral_inv_of_pos hε (hε.trans_le hd), ← intervalIntegral.integral_const_mul]
  apply intervalIntegral.integral_mono_on hd
  · refine ContinuousOn.intervalIntegrable_of_Icc hd ?_
    exact continuousOn_const.mul (continuousOn_id.inv₀ fun x hx => (hpos x hx).ne')
  · refine ContinuousOn.intervalIntegrable_of_Icc hd ?_
    exact (hc.norm.pow 2).div continuous_abs.continuousOn
      fun x hx => (abs_pos.mpr (hpos x hx).ne').ne'
  · intro x hx
    simp only [coulombDensity]
    rw [abs_of_pos (hpos x hx), div_eq_mul_inv]
    exact mul_le_mul_of_nonneg_right (pow_le_pow_left₀ hm (hψ x hx) 2)
      (inv_pos.mpr (hpos x hx)).le

/-- A state that is continuous at coalescence and does not vanish there has a
non-integrable Coulomb energy density on `[-L, L]`, for every `L > 0`. -/
theorem not_finite_of_no_node {ψ : ℝ → ℂ} {L : ℝ} (hL : 0 < L)
    (hc : ContinuousAt ψ 0) (h0 : ψ 0 ≠ 0) : ¬ FiniteCoulombEnergy ψ L := by
  intro h
  have h' : IntegrableOn (coulombDensity ψ) (Icc (-L) L) := h
  have hpos : 0 < ‖ψ 0‖ := norm_pos_iff.mpr h0
  -- near coalescence the amplitude stays above half its value at contact
  have hev : ∀ᶠ x in 𝓝 (0 : ℝ), ‖ψ 0‖ / 2 < ‖ψ x‖ :=
    hc.norm.tendsto.eventually (lt_mem_nhds (half_lt_self hpos))
  obtain ⟨δ, hδ, hb⟩ := Metric.eventually_nhds_iff.mp hev
  obtain ⟨d, hd, hdδ, hdL⟩ : ∃ d : ℝ, 0 < d ∧ d < δ ∧ d ≤ L :=
    ⟨min (δ / 2) L, lt_min (by linarith) hL,
      (min_le_left _ _).trans_lt (by linarith), min_le_right _ _⟩
  -- hence 1/x would be integrable down to zero separation
  have hinv : IntegrableOn (fun x : ℝ => x⁻¹) (Ioc 0 d) := by
    have hsub : Ioc 0 d ⊆ Icc (-L) L :=
      fun x hx => ⟨by linarith [hx.1], hx.2.trans hdL⟩
    have h1 : Integrable (fun x => 4 / ‖ψ 0‖ ^ 2 * coulombDensity ψ x)
        (volume.restrict (Ioc 0 d)) := Integrable.const_mul (h'.mono_set hsub) _
    refine Integrable.mono' h1 measurable_inv.aestronglyMeasurable ?_
    refine (ae_restrict_iff' measurableSet_Ioc).mpr (Eventually.of_forall fun x hx => ?_)
    have hx0 : 0 < x := hx.1
    have hlow : ‖ψ 0‖ / 2 < ‖ψ x‖ := by
      apply hb
      rw [Real.dist_eq, sub_zero, abs_of_pos hx0]
      exact hx.2.trans_lt hdδ
    have key : 1 ≤ 4 / ‖ψ 0‖ ^ 2 * ‖ψ x‖ ^ 2 := by
      rw [div_mul_eq_mul_div, le_div_iff₀ (by positivity)]
      nlinarith
    rw [Real.norm_eq_abs, abs_of_pos (inv_pos.mpr hx0)]
    simp only [coulombDensity]
    rw [abs_of_pos hx0]
    calc x⁻¹ = 1 * x⁻¹ := (one_mul _).symm
      _ ≤ (4 / ‖ψ 0‖ ^ 2 * ‖ψ x‖ ^ 2) * x⁻¹ :=
        mul_le_mul_of_nonneg_right key (inv_pos.mpr hx0).le
      _ = 4 / ‖ψ 0‖ ^ 2 * (‖ψ x‖ ^ 2 / x) := by ring
  have hI := (intervalIntegrable_iff_integrableOn_Ioc_of_le hd.le).mpr hinv
  rcases intervalIntegrable_inv_iff.mp hI with h2 | h2
  · linarith
  · exact h2 left_mem_uIcc

/-- A state continuous on `[-L, L]`, with `L > 0`, that is differentiable at coalescence and
vanishes there has an integrable Coulomb energy density on `[-L, L]`. -/
theorem finite_of_node {ψ : ℝ → ℂ} {L : ℝ} (hL : 0 < L) (hc : ContinuousOn ψ (Icc (-L) L))
    (hd : DifferentiableAt ℝ ψ 0) (h0 : ψ 0 = 0) : FiniteCoulombEnergy ψ L := by
  -- the difference quotient q(x) = ψ(x)/x extends continuously through x = 0
  have hq : ContinuousOn (dslope ψ 0) (Icc (-L) L) :=
    (continuousOn_dslope (Icc_mem_nhds (by linarith) hL)).mpr ⟨hc, hd⟩
  -- the node cancels the singularity: |ψ|²/|x| = |x| |q|²
  have heq : coulombDensity ψ = fun x => |x| * ‖dslope ψ 0 x‖ ^ 2 := by
    funext x
    have hx : ψ x = x • dslope ψ 0 x := by
      have h := sub_smul_dslope ψ 0 x
      rw [sub_zero, h0, sub_zero] at h
      exact h.symm
    have hn : ‖ψ x‖ = |x| * ‖dslope ψ 0 x‖ := by
      rw [hx, norm_smul, Real.norm_eq_abs]
    simp only [coulombDensity, hn]
    by_cases hx0 : x = 0
    · simp [hx0]
    · rw [div_eq_iff (abs_pos.mpr hx0).ne']
      ring
  unfold FiniteCoulombEnergy
  rw [heq]
  exact (continuous_abs.continuousOn.mul (hq.norm.pow 2)).integrableOn_Icc

/-- For a state continuous on `[-L, L]`, with `L > 0`, and differentiable at coalescence, the
Coulomb energy density is integrable on `[-L, L]` exactly when the state vanishes at coalescence. -/
theorem finite_iff_node {ψ : ℝ → ℂ} {L : ℝ} (hL : 0 < L)
    (hc : ContinuousOn ψ (Icc (-L) L)) (hd : DifferentiableAt ℝ ψ 0) :
    FiniteCoulombEnergy ψ L ↔ ψ 0 = 0 :=
  ⟨fun h => by_contra fun h0 => not_finite_of_no_node hL hd.continuousAt h0 h,
    finite_of_node hL hc hd⟩

/-- For a continuously differentiable state on `[-L, L]`, with `L > 0`, the density
`|ψ(x)|² / |x|` is integrable there if and only if `ψ(0) = 0`. -/
theorem finite_iff_node_of_contDiffOn {ψ : ℝ → ℂ} {L : ℝ} (hL : 0 < L)
    (hψ : ContDiffOn ℝ 1 ψ (Icc (-L) L)) :
    IntegrableOn (fun x => ‖ψ x‖ ^ 2 / |x|) (Icc (-L) L) ↔ ψ 0 = 0 :=
  finite_iff_node hL hψ.continuousOn
    ((hψ.contDiffAt (Icc_mem_nhds (by linarith) hL)).differentiableAt (by simp))

/-- A spatially antisymmetric state, continuous on `[-L, L]` with `L > 0` and differentiable
at coalescence, has an integrable Coulomb energy density on `[-L, L]`. -/
theorem finite_of_antisymmetric {ψ : ℝ → ℂ} {L : ℝ} (hL : 0 < L)
    (hc : ContinuousOn ψ (Icc (-L) L)) (hd : DifferentiableAt ℝ ψ 0)
    (hodd : ∀ x, ψ (-x) = -ψ x) : FiniteCoulombEnergy ψ L := by
  have h := hodd 0
  rw [neg_zero] at h
  exact finite_of_node hL hc hd (by linear_combination (1 / 2 : ℂ) * h)

/-- The Gaussian pair function `exp (-α x²)` of the electron separation `x`. -/
def gaussianPair (α x : ℝ) : ℂ := (Real.exp (-α * x ^ 2) : ℝ)

/-- The Gaussian pair function is symmetric under exchange of the electrons, and its Coulomb
energy density is not integrable on `[-L, L]` for any `L > 0`. -/
theorem gaussianPair_symmetric_not_finite (α : ℝ) {L : ℝ} (hL : 0 < L) :
    (∀ x, gaussianPair α (-x) = gaussianPair α x) ∧
      ¬ FiniteCoulombEnergy (gaussianPair α) L := by
  refine ⟨fun x => by simp only [gaussianPair, neg_sq], not_finite_of_no_node hL ?_ ?_⟩
  · have hr : Continuous fun x : ℝ => Real.exp (-α * x ^ 2) := by fun_prop
    exact (Complex.continuous_ofReal.comp hr).continuousAt
  · exact Complex.ofReal_ne_zero.mpr (Real.exp_pos _).ne'

/-- With the softened interaction `1 / √(x² + a²)`, `a ≠ 0`, the energy density of every state
continuous on `[-L, L]` is integrable there. -/
theorem softened_finite {ψ : ℝ → ℂ} {L a : ℝ} (ha : a ≠ 0)
    (hc : ContinuousOn ψ (Icc (-L) L)) :
    IntegrableOn (fun x => ‖ψ x‖ ^ 2 / Real.sqrt (x ^ 2 + a ^ 2)) (Icc (-L) L) := by
  have hs : Continuous fun x : ℝ => Real.sqrt (x ^ 2 + a ^ 2) := by fun_prop
  exact ((hc.norm.pow 2).div hs.continuousOn
    fun x _ => (Real.sqrt_pos.mpr (by positivity)).ne').integrableOn_Icc

end

end OneDimensionalCoulomb
```

```lean
#print axioms OneDimensionalCoulomb.finite_iff_node
#print axioms OneDimensionalCoulomb.finite_iff_node_of_contDiffOn
#print axioms OneDimensionalCoulomb.gaussianPair_symmetric_not_finite
#print axioms OneDimensionalCoulomb.softened_finite
```

```
'OneDimensionalCoulomb.finite_iff_node' depends on axioms: [propext, Classical.choice, Quot.sound]
'OneDimensionalCoulomb.finite_iff_node_of_contDiffOn' depends on axioms: [propext, Classical.choice, Quot.sound]
'OneDimensionalCoulomb.gaussianPair_symmetric_not_finite' depends on axioms: [propext, Classical.choice, Quot.sound]
'OneDimensionalCoulomb.softened_finite' depends on axioms: [propext, Classical.choice, Quot.sound]
```

## The equivalence in words

The function `coulombDensity ψ` is the integrand of the repulsion energy,

|ψ(x)|² / |x|.

The proposition `FiniteCoulombEnergy ψ L` says that this function is Lebesgue integrable on the closed interval [-L, L], which Lean writes as `Icc (-L) L`. Lean assigns the quotient the value 0 at x = 0, but a single point has measure zero and has no influence on integrability.

The central theorem is `finite_iff_node`. Let L > 0, and let ψ be continuous on [-L, L] and differentiable at 0. Then

|ψ(x)|² / |x| is integrable on [-L, L] ⇔ ψ(0) = 0.

The version `finite_iff_node_of_contDiffOn` assumes instead that ψ is continuously differentiable on the whole interval, and it spells out the integrand so that the statement can be read without the two definitions. Real wavefunctions are included as complex ones with zero imaginary part, and L = 1 gives the interval [-1, 1].

Since the density is nowhere negative, its integral cannot be rescued by cancellation between the two sides of x = 0. For a continuous state without a node at contact, the repulsion energy is therefore +∞, and a symmetric cutoff around the origin does not give it a finite limit.

## The pair of electrons behind ψ

The variable x is the signed separation x₁ − x₂ of the two electrons, and atomic units make the strength of the repulsion equal to 1. The centre of mass does not appear, so ψ is the relative factor of a product state, or the pair function at a fixed centre of mass. Kinetic energy, external potentials and further electrons are absent.

No normalisation is imposed on ψ. Dividing a nonzero state by its norm multiplies the density by a positive constant, which changes neither integrability nor the presence of a node.

The interval [-L, L] isolates the short-range part of the energy. At separations beyond L the interaction is below 1/L, so a square-integrable state picks up only a finite contribution from there.

Spin enters only through the exchange symmetry of the spatial function. An antisymmetric spatial function satisfies ψ(-x) = -ψ(x), as for two electrons of equal spin. A symmetric one satisfies ψ(-x) = ψ(x), as in the singlet state of two electrons with opposite spins, and this symmetry by itself does not force it to vanish at contact.

For electronic-structure work with two electrons in one dimension, this means that a smooth opposite-spin trial state has a finite expectation value of the bare repulsion only if it has a node at contact. A product of two smooth orbitals usually has none.

## A nonzero contact value gives a logarithm

Suppose that ψ is continuous at 0 and ψ(0) ≠ 0. By continuity there is a δ > 0 such that

|ψ(x)| > |ψ(0)|/2 whenever |x| < δ.

Let d be the smaller of δ/2 and L. For 0 < x ≤ d, squaring the bound and dividing by x gives

|ψ(x)|² / |x| ≥ |ψ(0)|² / (4x).

Integrating from a cutoff ε to d, with 0 < ε ≤ d, gives

∫ from ε to d of |ψ(x)|²/|x| dx ≥ (|ψ(0)|²/4) log(d/ε),

provided that the integral on the left exists, as it does for a continuous state. The right-hand side grows without bound as ε → 0, so the density is not integrable.

The file treats this argument in two theorems. The first, `cutoff_energy_lower_bound`, is the quantitative estimate: if ψ is continuous on [ε, d] and |ψ| ≥ m ≥ 0 there, the energy from that range is at least m² log(d/ε). Its proof rewrites the logarithm as the integral of 1/x and compares the integrands with `intervalIntegral.integral_mono_on`. The two `refine` steps before the comparison establish that both integrands are integrable, which holds because the range stays away from x = 0. For ψ = 1 and m = 1 the bound is an equality.

The second, `not_finite_of_no_node`, reaches the contradiction without taking the limit ε → 0. It assumes that the density is integrable and turns the inequality around:

1/x ≤ (4/|ψ(0)|²) · |ψ(x)|²/|x| for 0 < x ≤ d.

The right-hand side is a constant times an integrable function, so `Integrable.mono'` makes 1/x integrable on (0, d]. In the code, `hev` is the continuity bound, `hb` is the same bound with an explicit δ, `key` is the inequality 1 ≤ (4/|ψ(0)|²) · |ψ(x)|², and `hinv` is the integrability of 1/x. Mathlib's `intervalIntegrable_inv_iff` says that 1/x is integrable between two endpoints only if they coincide or the interval between them avoids 0. Here the endpoints are 0 and d > 0, so both alternatives are false.

This direction uses continuity at the single point x = 0 and no derivative.

## A node leaves a factor of |x|

Now suppose that ψ(0) = 0, with ψ continuous on [-L, L] and differentiable at 0. Define the difference quotient

q(x) = ψ(x)/x for x ≠ 0, and q(0) = ψ′(0).

Away from 0, q is a quotient of continuous functions with nonzero denominator. At 0 it is continuous because ψ(x)/x = (ψ(x) − ψ(0))/(x − 0) tends to ψ′(0), which is what differentiability means. Hence ψ(x) = x q(x) on the whole interval, and for x ≠ 0

|ψ(x)|² / |x| = |x|² |q(x)|² / |x| = |x| |q(x)|².

The last expression is continuous on a closed bounded interval and therefore integrable. If |q| ≤ M there, the energy is at most M² L², since the integral of |x| over [-L, L] is L². The state ψ(x) = x on [-1, 1] attains this bound with M = 1.

The theorem `finite_of_node` takes the same route. Mathlib's name for q is `dslope ψ 0`, and `continuousOn_dslope` supplies its continuity from that of ψ on the interval and differentiability at 0. The step `hx` is the factorisation ψ(x) = x q(x), `hn` takes its modulus, and `heq` is the identity between the two forms of the density. The final line applies the integrability of continuous functions on a compact interval.

The theorem `finite_iff_node` then joins the two directions. From left to right it argues by contradiction: an integrable density together with ψ(0) ≠ 0 would violate `not_finite_of_no_node`. The continuously differentiable version follows because L > 0 puts 0 in the interior of the interval, where being continuously differentiable on the interval implies ordinary differentiability.

## Antisymmetric states and Gaussians

Setting x = 0 in ψ(-x) = -ψ(x) gives ψ(0) = -ψ(0), hence ψ(0) = 0. The theorem `finite_of_antisymmetric` combines this with `finite_of_node`: antisymmetry alone supplies the node, and the energy from [-L, L] is finite for every such state that meets the two regularity conditions.

The Gaussian pair function

exp(-α x²)

behaves in the opposite way. It is symmetric because x² is, and its value at contact is 1. Therefore `gaussianPair_symmetric_not_finite` finds its density non-integrable on [-L, L] for every L > 0 and every real α. The case α = 0 is the constant state of the opening example.

Such a factor arises when both electrons occupy the orbital exp(-β y²), where y is the position of one electron and β > 0. With R the centre of mass, the positions are x₁ = R + x/2 and x₂ = R − x/2, so that x₁² + x₂² = 2R² + x²/2. The product of the orbitals is

exp(-2β R²) · exp(-β x²/2),

and its relative factor is the Gaussian with α = β/2. Making the orbital wider or narrower changes α but leaves the contact value nonzero.

## Softening and its limit

Replace the interaction by 1/√(x² + a²) with a ≠ 0. The length |a| stands for a short-distance scale at which the repulsion levels off, for instance because the electrons have some transverse extent in a thin wire. The form of the softening is postulated here and is not derived from a wire geometry.

The denominator is now at least |a| everywhere, so for any ψ continuous on [-L, L] the density

|ψ(x)|² / √(x² + a²)

is continuous on a compact interval and therefore integrable. This is `softened_finite`, which needs neither a node nor a derivative. Its proof checks that the square root is positive and divides one continuous function by another.

The singularity returns as a → 0. For ψ = 1 on [-1, 1] the softened energy is

∫ from -1 to 1 of dx/√(x² + a²) = 2 arsinh(1/|a|),

which grows like 2 log(2/|a|). For this state, then, the energy depends on the softening length however small that length is made. This integral is elementary calculus added for illustration and does not appear in the file.

## A continuous node that is too shallow

If differentiability at contact is dropped, continuity and ψ(0) = 0 do not suffice for a finite repulsion energy. Take L = 1 and

ψ(x) = 1/√(log(e/|x|)) for x ≠ 0, and ψ(0) = 0.

This function is continuous on [-1, 1], because log(e/|x|) is at least 1 there and tends to infinity at contact. With the substitution u = log(e/x), for which du = -dx/x, the energy between ε and 1 is

∫ from ε to 1 of dx / (x log(e/x)) = log(1 + log(1/ε)).

This diverges as ε → 0, though very slowly. The state vanishes at contact, but not fast enough to overcome 1/|x|.

The example shows that some control on how fast ψ vanishes is needed, not that ψ must be differentiable. The state √|x| has no derivative at 0, yet its density equals 1 for every x ≠ 0 and is integrable on any bounded interval. Both functions have infinite kinetic energy, because the integral of |ψ′(x)|² diverges at contact. For a state with finite kinetic energy a node is always enough: if ψ(0) = 0, the Cauchy–Schwarz inequality gives |ψ(x)|² ≤ |x| K, where K is the integral of |ψ′|² over [-L, L], so the density is at most K. This last remark is not part of the file.
